# Two harmonic fragments with relative coupling c < 1 relax jointly by between 1/(1+c) and 1/(1−c) times the sum of their separate relaxation energies

## Fragments, forces and coupling

Two fragments are described by real distortion vectors $x$ and $y$, possibly of different finite dimensions. Distortions are measured from the unrelaxed state $x=0$, $y=0$, and $\langle\cdot,\cdot\rangle$ is the ordinary dot product. The fragment energies are

$$E_A(x)=\tfrac12\langle x,Ax\rangle-\langle f,x\rangle,\qquad E_B(y)=\tfrac12\langle y,By\rangle-\langle g,y\rangle,$$

with symmetric positive definite stiffness matrices $A$, $B$ and fixed forces $f$, $g$. The joint energy is

$$E(x,y)=E_A(x)+E_B(y)+\langle x,Ty\rangle .$$

For polarisation, $x$ and $y$ collect the induced dipoles of the two fragments, and $f$ and $g$ are the fields of the permanent charges at these dipoles, those of the other fragment included. $A$ and $B$ contain the inverse polarisabilities and the interactions between induced dipoles within a fragment, and $T$ the interactions between induced dipoles of different fragments.

An energy is *lowered by* $\ell$ on relaxation if its least value is attained and equals its value at zero distortion minus $\ell$. Let $L_1$ and $L_2$ be the lowerings of the separate fragments, $L=L_1+L_2$, and $J$ the lowering of the coupled pair.

The strength of the coupling is measured by a number $c$ with $0\le c<1$ and

$$|\langle x,Ty\rangle|\le c\sqrt{\langle x,Ax\rangle\langle y,By\rangle}\quad\text{for all }x,y.$$

Physically, the restoring forces always outweigh the mutual enhancement of the distortions. For point dipoles this requires the fragments to be far enough apart.

## The bounds and their use

Under these conditions the coupled pair has a minimum, and

$$\frac{L}{1+c}\le J\le\frac{L}{1-c}.$$

In a polarisable force field whose polarisation energy is the minimum of such an $E$ over finitely many induced dipoles, this limits the error in the polarisation energy made when two fragments are polarised separately in the permanent field and their mutual induction is neglected.

## Completing the square for one fragment

Put $r=A^{-1}f$. Since $A$ is symmetric and $Ar=f$,

$$E_A(x)=\tfrac12\langle x-r,A(x-r)\rangle-\tfrac12\langle f,r\rangle .$$

The first term is non-negative and vanishes at $x=r$. The lowering is therefore $L_1=\tfrac12\langle f,A^{-1}f\rangle$, and likewise $L_2=\tfrac12\langle g,B^{-1}g\rangle$.

## Why the coupled pair has a minimum

Write $Q(x,y)=\tfrac12(\langle x,Ax\rangle+\langle y,By\rangle)$ for the elastic energy. A geometric mean is at most the arithmetic mean, so

$$|\langle x,Ty\rangle|\le c\,Q(x,y).$$

The quadratic part of $E$ then satisfies $Q+\langle x,Ty\rangle\ge(1-c)Q$, which is positive unless $x=0$ and $y=0$. This quadratic part belongs to the block stiffness matrix

$$M=\begin{pmatrix}A&T\\T^{\mathsf T}&B\end{pmatrix},$$

which is therefore positive definite. Completing the square for $M$ gives the joint minimum.

## Two scaled trial states

Write $F(x,y)=\langle f,x\rangle+\langle g,y\rangle$.

*Lower bound.* Let $x$, $y$ be the separate minimisers, so that $Q-F=-L$. Scale both by $s=1/(1+c)$:

$$-J\le E(sx,sy)=s^2(Q+\langle x,Ty\rangle)-sF\le s^2(1+c)Q-sF=s(Q-F)=-\frac{L}{1+c}.$$

*Upper bound.* Now let $(x,y)$ be the joint minimiser. Then

$$-J=Q-F+\langle x,Ty\rangle\ge(1-c)Q-F.$$

Scale both distortions by $1-c$ and insert them into the separate energies:

$$-L\le(1-c)^2Q-(1-c)F=(1-c)\big[(1-c)Q-F\big]\le-(1-c)J.$$

Division by $1-c>0$ gives $J\le L/(1-c)$.

## One coordinate per fragment attains both bounds

Take one-dimensional fragments with $A=B=1$, $f=g=1$ and $T=t$, $|t|<1$. Each fragment alone is lowered by $\tfrac12$, so $L=1$. With $s=1/(1+t)$,

$$E(x,y)+s=\tfrac14\big[(1+t)(x+y-2s)^2+(1-t)(x-y)^2\big].$$

The right side is non-negative and vanishes at $x=y=s$, hence $J=1/(1+t)$. The coupling condition holds with $c=|t|$. The choice $t=c$ attains the lower bound and $t=-c$ the upper one. At $c=0$ the two bounds coincide and $J=L$.

## At c = 1 the minimum can disappear

In the same example put $t=-1$, which satisfies the coupling condition with $c=1$. The joint energy becomes $\tfrac12(x-y)^2-x-y$, which decreases without limit along $x=y\to\infty$. Thus $c\le1$ is not enough to guarantee a joint minimum.

## The statement in Lean

The finite index types `n` and `m` label the coordinates of the fragments. The symbols `⬝ᵥ` and `*ᵥ` are the dot product and the matrix-vector product. `energy` is the fragment energy, and `jointEnergy` takes the pair of distortions as one argument `p`. `A.PosDef` includes the symmetry of `A`.

`LowersBy E L` says that `E 0 - L` is the least element of the range of `E`, so the minimum is attained. `CouplingBound A B T c` is the coupling condition for all `x` and `y`.

The main theorem, `joint_relaxation_bounds`, assumes positive definite `A` and `B`, `0 ≤ c`, `c < 1`, the coupling bound, and that the separate fragments are lowered by `L₁` and `L₂`. It concludes that some `J` is the lowering of the joint energy and lies between the two bounds. A least value is unique, so this `J` is the only one.

The value of `c` is an input: it has to be found for the given `A`, `B` and `T`. The smallest possible value is the largest singular value of $A^{-1/2}TB^{-1/2}$. The model has two fragments, harmonic energies and a bilinear coupling; hyperpolarisabilities and other anharmonic terms are absent.

```lean
import Mathlib

open Matrix

namespace PolarisationEnergy

noncomputable section

variable {n m : Type*} [Fintype n] [Fintype m]

/-- Energy of a fragment with stiffness matrix `A` under the force `f`, at distortion `x`. -/
def energy (A : Matrix n n ℝ) (f x : n → ℝ) : ℝ :=
  (x ⬝ᵥ A *ᵥ x) / 2 - f ⬝ᵥ x

/-- Energy of two fragments at distortions `p.1` and `p.2`, with the bilinear coupling `T`. -/
def jointEnergy (A : Matrix n n ℝ) (B : Matrix m m ℝ) (T : Matrix n m ℝ)
    (f : n → ℝ) (g : m → ℝ) (p : (n → ℝ) × (m → ℝ)) : ℝ :=
  energy A f p.1 + energy B g p.2 + p.1 ⬝ᵥ T *ᵥ p.2

/-- Relaxation from the undistorted state lowers the energy `E` by `L`: the least value of `E`
is attained and equals `E 0 - L`. -/
def LowersBy {V : Type*} [Zero V] (E : V → ℝ) (L : ℝ) : Prop :=
  IsLeast (Set.range E) (E 0 - L)

/-- In absolute value, the coupling energy is at most `c` times the geometric mean of the two forms
`⟨x, A x⟩` and `⟨y, B y⟩`. -/
def CouplingBound (A : Matrix n n ℝ) (B : Matrix m m ℝ) (T : Matrix n m ℝ) (c : ℝ) : Prop :=
  ∀ x y, |x ⬝ᵥ T *ᵥ y| ≤ c * √((x ⬝ᵥ A *ᵥ x) * (y ⬝ᵥ B *ᵥ y))

/-- Scaling both distortions by `s` scales a bilinear energy by `s ^ 2`. -/
theorem form_smul (T : Matrix n m ℝ) (s : ℝ) (x : n → ℝ) (y : m → ℝ) :
    (s • x) ⬝ᵥ T *ᵥ (s • y) = s ^ 2 * (x ⬝ᵥ T *ᵥ y) := by
  rw [Matrix.mulVec_smul, smul_dotProduct, dotProduct_smul, smul_eq_mul, smul_eq_mul]
  ring

/-- A fragment with positive definite stiffness `A` under the force `f` is lowered by
`⟨f, A⁻¹ f⟩ / 2` on relaxation. -/
theorem relaxation [DecidableEq n] {A : Matrix n n ℝ} (hA : A.PosDef) (f : n → ℝ) :
    LowersBy (energy A f) ((f ⬝ᵥ A⁻¹ *ᵥ f) / 2) := by
  have hs : Aᵀ = A := by
    have h := hA.isHermitian.eq
    rwa [Matrix.conjTranspose_eq_transpose_of_trivial] at h
  have e0 : energy A f 0 = 0 := by simp [energy]
  have hf : A *ᵥ (A⁻¹ *ᵥ f) = f := by
    rw [Matrix.mulVec_mulVec, Matrix.mul_nonsing_inv _ hA.det_pos.ne'.isUnit,
      Matrix.one_mulVec]
  unfold LowersBy
  rw [e0]
  generalize A⁻¹ *ᵥ f = r at hf ⊢
  -- complete the square around the relaxed geometry `r`
  have sq : ∀ x, energy A f x = ((x - r) ⬝ᵥ A *ᵥ (x - r)) / 2 - (f ⬝ᵥ r) / 2 := by
    intro x
    have h1 : r ⬝ᵥ A *ᵥ x = f ⬝ᵥ x := by
      rw [Matrix.dotProduct_mulVec, ← Matrix.mulVec_transpose, hs, hf]
    rw [Matrix.mulVec_sub, sub_dotProduct, dotProduct_sub, dotProduct_sub, h1, hf,
      dotProduct_comm x f, dotProduct_comm r f, energy]
    ring
  refine ⟨⟨r, ?_⟩, ?_⟩
  · rw [sq]
    simp
  · rintro _ ⟨x, rfl⟩
    have h : 0 ≤ (x - r) ⬝ᵥ A *ᵥ (x - r) := by
      simpa only [star_trivial] using hA.posSemidef.dotProduct_mulVec_nonneg (x - r)
    rw [sq]
    linarith

/-- Two coupled fragments are one fragment whose stiffness matrix has the coupling in its
off-diagonal blocks. -/
theorem energy_fromBlocks (A : Matrix n n ℝ) (B : Matrix m m ℝ) (T : Matrix n m ℝ)
    (f : n → ℝ) (g : m → ℝ) (z : n ⊕ m → ℝ) :
    energy (fromBlocks A T Tᵀ B) (Sum.elim f g) z =
      jointEnergy A B T f g (z ∘ Sum.inl, z ∘ Sum.inr) := by
  have hd : ∀ (u : n → ℝ) (v : m → ℝ),
      z ⬝ᵥ Sum.elim u v = (z ∘ Sum.inl) ⬝ᵥ u + (z ∘ Sum.inr) ⬝ᵥ v := by
    intro u v
    simp [dotProduct, Fintype.sum_sum_type]
  have hT : (z ∘ Sum.inr) ⬝ᵥ Tᵀ *ᵥ (z ∘ Sum.inl) = (z ∘ Sum.inl) ⬝ᵥ T *ᵥ (z ∘ Sum.inr) := by
    rw [Matrix.mulVec_transpose, dotProduct_comm, ← Matrix.dotProduct_mulVec]
  simp only [energy, jointEnergy]
  rw [Matrix.fromBlocks_mulVec, dotProduct_comm (Sum.elim f g) z, hd, hd, dotProduct_add,
    dotProduct_add, hT, dotProduct_comm f, dotProduct_comm g]
  ring

/-- For positive definite stiffnesses and `0 ≤ c`, a coupling bounded by `c` costs or gains at
most `c` times the sum of the two elastic energies. -/
theorem coupling_le {A : Matrix n n ℝ} {B : Matrix m m ℝ} {T : Matrix n m ℝ} {c : ℝ}
    (hA : A.PosDef) (hB : B.PosDef) (hc : 0 ≤ c) (hT : CouplingBound A B T c)
    (x : n → ℝ) (y : m → ℝ) :
    |x ⬝ᵥ T *ᵥ y| ≤ c * ((x ⬝ᵥ A *ᵥ x + y ⬝ᵥ B *ᵥ y) / 2) := by
  have ha : 0 ≤ x ⬝ᵥ A *ᵥ x := by
    simpa only [star_trivial] using hA.posSemidef.dotProduct_mulVec_nonneg x
  have hb : 0 ≤ y ⬝ᵥ B *ᵥ y := by
    simpa only [star_trivial] using hB.posSemidef.dotProduct_mulVec_nonneg y
  refine (hT x y).trans (mul_le_mul_of_nonneg_left ?_ hc)
  -- geometric mean below arithmetic mean
  exact Real.sqrt_le_iff.2 ⟨by linarith, by
    nlinarith [sq_nonneg (x ⬝ᵥ A *ᵥ x - y ⬝ᵥ B *ᵥ y)]⟩

/-- Two fragments with positive definite stiffnesses, coupled with strength `0 ≤ c < 1`, have a
positive definite joint stiffness matrix. -/
theorem coupled_posDef {A : Matrix n n ℝ} {B : Matrix m m ℝ} {T : Matrix n m ℝ} {c : ℝ}
    (hA : A.PosDef) (hB : B.PosDef) (hc : 0 ≤ c) (hc1 : c < 1) (hT : CouplingBound A B T c) :
    (fromBlocks A T Tᵀ B).PosDef := by
  refine Matrix.posDef_iff_dotProduct_mulVec.2 ⟨Matrix.IsHermitian.fromBlocks hA.isHermitian
    (Matrix.conjTranspose_eq_transpose_of_trivial T) hB.isHermitian, ?_⟩
  intro z hz
  rw [star_trivial]
  have h := energy_fromBlocks A B T 0 0 z
  simp only [energy, jointEnergy, Sum.elim_zero_zero, zero_dotProduct, sub_zero] at h
  have ht := (abs_le.1 (coupling_le hA hB hc hT (z ∘ Sum.inl) (z ∘ Sum.inr))).1
  have ha := hA.posSemidef.dotProduct_mulVec_nonneg (z ∘ Sum.inl)
  have hb := hB.posSemidef.dotProduct_mulVec_nonneg (z ∘ Sum.inr)
  rw [star_trivial] at ha hb
  -- at least one fragment is distorted
  have hab : 0 < (z ∘ Sum.inl) ⬝ᵥ A *ᵥ (z ∘ Sum.inl) + (z ∘ Sum.inr) ⬝ᵥ B *ᵥ (z ∘ Sum.inr) := by
    by_cases hx : z ∘ Sum.inl = 0
    · have hy : z ∘ Sum.inr ≠ 0 := by
        intro hy
        apply hz
        funext i
        rcases i with i | i
        · exact congrFun hx i
        · exact congrFun hy i
      have h' := hB.dotProduct_mulVec_pos hy
      rw [star_trivial] at h'
      linarith
    · have h' := hA.dotProduct_mulVec_pos hx
      rw [star_trivial] at h'
      linarith
  have hk := mul_pos (sub_pos.2 hc1) hab
  linarith

/-- Two fragments with positive definite stiffnesses are coupled with strength `0 ≤ c < 1`. If
separate relaxations lower the energy by `L₁` and `L₂`, joint relaxation lowers it by between
`(L₁ + L₂) / (1 + c)` and `(L₁ + L₂) / (1 - c)`. -/
theorem joint_relaxation_bounds {A : Matrix n n ℝ} {B : Matrix m m ℝ} {T : Matrix n m ℝ}
    {c L₁ L₂ : ℝ} {f : n → ℝ} {g : m → ℝ} (hA : A.PosDef) (hB : B.PosDef)
    (hc : 0 ≤ c) (hc1 : c < 1) (hT : CouplingBound A B T c)
    (h₁ : LowersBy (energy A f) L₁) (h₂ : LowersBy (energy B g) L₂) :
    ∃ J, LowersBy (jointEnergy A B T f g) J ∧
      (L₁ + L₂) / (1 + c) ≤ J ∧ J ≤ (L₁ + L₂) / (1 - c) := by
  classical
  have eA : energy A f 0 = 0 := by simp [energy]
  have eB : energy B g 0 = 0 := by simp [energy]
  have eJ : jointEnergy A B T f g 0 = 0 := by simp [jointEnergy, energy]
  have eM : energy (fromBlocks A T Tᵀ B) (Sum.elim f g) 0 = 0 := by simp [energy]
  -- the joint minimum exists
  obtain ⟨J, hJ⟩ : ∃ J, LowersBy (jointEnergy A B T f g) J := by
    obtain ⟨K, hK⟩ : ∃ K, LowersBy (energy (fromBlocks A T Tᵀ B) (Sum.elim f g)) K :=
      ⟨_, relaxation (coupled_posDef hA hB hc hc1 hT) (Sum.elim f g)⟩
    obtain ⟨⟨z, hz⟩, hmin⟩ := hK
    rw [eM] at hz hmin
    refine ⟨K, ⟨(z ∘ Sum.inl, z ∘ Sum.inr), ?_⟩, ?_⟩
    · rw [eJ, ← energy_fromBlocks, hz]
    · rintro _ ⟨⟨x, y⟩, rfl⟩
      have h := hmin (Set.mem_range_self (Sum.elim x y))
      rw [energy_fromBlocks, Sum.elim_comp_inl, Sum.elim_comp_inr] at h
      rw [eJ]
      exact h
  refine ⟨J, hJ, ?_, ?_⟩
  · -- trial state: separate minimisers scaled by `1 / (1 + c)`
    obtain ⟨x, hx⟩ := h₁.1
    obtain ⟨y, hy⟩ := h₂.1
    have h := hJ.2 (Set.mem_range_self ((1 + c)⁻¹ • x, (1 + c)⁻¹ • y))
    have hs : (1 + c)⁻¹ * (1 + c) = 1 := inv_mul_cancel₀ (by linarith)
    rw [div_eq_mul_inv]
    generalize (1 + c)⁻¹ = s at h hs ⊢
    rw [eJ] at h
    rw [eA] at hx
    rw [eB] at hy
    simp only [jointEnergy, energy, form_smul, dotProduct_smul, smul_eq_mul] at h hx hy
    have ht := mul_le_mul_of_nonneg_left
      (abs_le.1 (coupling_le hA hB hc hT x y)).2 (sq_nonneg s)
    have h2 : s ^ 2 * (1 + c) * ((x ⬝ᵥ A *ᵥ x + y ⬝ᵥ B *ᵥ y) / 2) =
        s * ((x ⬝ᵥ A *ᵥ x + y ⬝ᵥ B *ᵥ y) / 2) := by
      linear_combination (s * ((x ⬝ᵥ A *ᵥ x + y ⬝ᵥ B *ᵥ y) / 2)) * hs
    have h3 : (L₁ + L₂) * s = s * (f ⬝ᵥ x + g ⬝ᵥ y) -
        s * ((x ⬝ᵥ A *ᵥ x + y ⬝ᵥ B *ᵥ y) / 2) := by
      linear_combination s * hx + s * hy
    linarith
  · -- trial states: joint minimiser scaled by `1 - c`
    obtain ⟨⟨x, y⟩, hxy⟩ := hJ.1
    have hx := h₁.2 (Set.mem_range_self ((1 - c) • x))
    have hy := h₂.2 (Set.mem_range_self ((1 - c) • y))
    rw [eJ] at hxy
    rw [eA] at hx
    rw [eB] at hy
    simp only [jointEnergy, energy, form_smul, dotProduct_smul, smul_eq_mul] at hxy hx hy
    have ht := (abs_le.1 (coupling_le hA hB hc hT x y)).1
    have h3 : (1 - c) * ((x ⬝ᵥ A *ᵥ x + y ⬝ᵥ B *ᵥ y) / 2) - (f ⬝ᵥ x + g ⬝ᵥ y) ≤ -J := by
      linarith
    have h4 := mul_le_mul_of_nonneg_left h3 (sub_pos.2 hc1).le
    rw [le_div_iff₀ (sub_pos.2 hc1)]
    linarith

/-- Two identical one-dimensional fragments of unit stiffness and unit force, with coupling `t`,
`|t| < 1`: the coupling bound holds with `c = |t|`, each fragment alone is lowered by `1 / 2`, and
both together are lowered by `1 / (1 + t)`. -/
theorem bounds_sharp {t : ℝ} (ht : |t| < 1) :
    CouplingBound (1 : Matrix (Fin 1) (Fin 1) ℝ) (1 : Matrix (Fin 1) (Fin 1) ℝ) !![t] |t| ∧
    LowersBy (energy (1 : Matrix (Fin 1) (Fin 1) ℝ) (fun _ => 1)) (1 / 2) ∧
    LowersBy (jointEnergy (1 : Matrix (Fin 1) (Fin 1) ℝ) (1 : Matrix (Fin 1) (Fin 1) ℝ)
      !![t] (fun _ => 1) (fun _ => 1)) (1 / (1 + t)) := by
  obtain ⟨hl, hr⟩ := abs_lt.1 ht
  have hq : ∀ x : Fin 1 → ℝ, x ⬝ᵥ (1 : Matrix (Fin 1) (Fin 1) ℝ) *ᵥ x = x 0 * x 0 := by
    intro x
    simp [dotProduct]
  have hf : ∀ x : Fin 1 → ℝ, (fun _ => (1 : ℝ)) ⬝ᵥ x = x 0 := by
    intro x
    simp [dotProduct]
  have hT : ∀ x y : Fin 1 → ℝ, x ⬝ᵥ !![t] *ᵥ y = x 0 * (t * y 0) := by
    intro x y
    simp [dotProduct, Matrix.mulVec]
  refine ⟨?_, ⟨⟨fun _ => 1, ?_⟩, ?_⟩, ⟨⟨(fun _ => 1 / (1 + t), fun _ => 1 / (1 + t)), ?_⟩, ?_⟩⟩
  · intro x y
    rw [hT, hq, hq, show x 0 * x 0 * (y 0 * y 0) = (x 0 * y 0) ^ 2 by ring,
      Real.sqrt_sq_eq_abs, ← abs_mul]
    exact le_of_eq (congrArg abs (by ring))
  · simp only [energy, hq, hf, Pi.zero_apply]
    norm_num
  · rintro _ ⟨x, rfl⟩
    simp only [energy, hq, hf, Pi.zero_apply]
    nlinarith [sq_nonneg (x 0 - 1)]
  · have h : 1 + t ≠ 0 := by linarith
    simp only [jointEnergy, energy, hq, hf, hT, Prod.fst_zero, Prod.snd_zero, Pi.zero_apply]
    field_simp
    ring
  · rintro _ ⟨⟨x, y⟩, rfl⟩
    have hs : 1 / (1 + t) * (1 + t) = 1 := div_mul_cancel₀ 1 (by linarith)
    simp only [jointEnergy, energy, hq, hf, hT, Prod.fst_zero, Prod.snd_zero, Pi.zero_apply]
    generalize 1 / (1 + t) = s at hs ⊢
    -- symmetric and antisymmetric distortions decouple
    have h1 := mul_nonneg (by linarith : 0 ≤ 1 + t) (sq_nonneg (x 0 + y 0 - 2 * s))
    have h2 := mul_nonneg (by linarith : 0 ≤ 1 - t) (sq_nonneg (x 0 - y 0))
    have h3 : x 0 * x 0 / 2 - x 0 + (y 0 * y 0 / 2 - y 0) + x 0 * (t * y 0) + s =
        ((1 + t) * (x 0 + y 0 - 2 * s) ^ 2 + (1 - t) * (x 0 - y 0) ^ 2) / 4 := by
      linear_combination (x 0 + y 0 - s) * hs
    linarith

end

end PolarisationEnergy
```

```lean
#print axioms PolarisationEnergy.joint_relaxation_bounds
#print axioms PolarisationEnergy.bounds_sharp
```

```
'PolarisationEnergy.joint_relaxation_bounds' depends on axioms: [propext, Classical.choice, Quot.sound]
'PolarisationEnergy.bounds_sharp' depends on axioms: [propext, Classical.choice, Quot.sound]
```

## From the square to the bounds in the code

`relaxation` completes the square. Its step `hf` is $Ar=f$, `hs` is the symmetry of $A$, and `sq` is the completed square. The minimiser gives attainment, and positive semidefiniteness gives minimality.

`energy_fromBlocks` identifies the joint energy with the energy of a single fragment with stiffness $M$. A vector indexed by `n ⊕ m` is split into its two parts by `Sum.inl` and `Sum.inr`.

`coupling_le` is the estimate $|\langle x,Ty\rangle|\le cQ$. After `Real.sqrt_le_iff` removes the root, `nlinarith` needs only the square of the difference of the two quadratic forms.

`coupled_posDef` proves that $M$ is positive definite. The step `hab` shows $Q>0$ for a non-zero distortion by asking whether the first fragment is distorted; if not, the second must be.

`joint_relaxation_bounds` first applies `relaxation` to $M$ and carries the minimum over to pairs $(x,y)$. For each bound it then inserts the scaled trial states into the minimality statements, with `form_smul` supplying the factor $s^2$ in the quadratic and coupling terms. In the lower bound, `h2` is the identity $s^2(1+c)Q=sQ$, and `h3` expresses $sL$ through the separate minimisers. In the upper bound, `h3` is $(1-c)Q-F\le-J$, and `h4` multiplies it by $1-c$. The remaining inequalities are linear and go to `linarith`.

`bounds_sharp` treats the one-dimensional example. Its step `h3` is the identity with the symmetric and antisymmetric squares, and `h1` and `h2` state that the two terms are non-negative.
